# For W″ > 0, the steepest-descent instanton prefactor √(2π/W″) equals √(−2πS″)

Let $W(e)$ be the abbreviated action of a tunnelling orbit at energy $e$, in units with $\hbar=1$, and suppose $W''>0$. Let $E(\beta)$ be the energy at which $W'(E(\beta))=-\beta$, where $\beta$ is the inverse temperature. Then the action $S(\beta)=W(E(\beta))+\beta E(\beta)$ satisfies

$$S'=E,\qquad S''=\frac{dE}{d\beta}=-\frac{1}{W''(E)},\qquad \sqrt{\frac{2\pi}{W''(E)}}=\sqrt{-2\pi S''}.$$

If $W$ is replaced by its second-order expansion about $E(\beta)$, and finitely many transverse modes have fixed stability parameters $u_i>0$, the integral of $e^{-W(e)-\beta e}$ over all real $e$, multiplied by the level sums $\sum_{n\ge 0}e^{-(n+1/2)u_i}$ of the modes, is exactly

$$\sqrt{-2\pi S''}\;\prod_i\frac{1}{2\sinh(u_i/2)}\;e^{-S}.$$

In semiclassical rate theory this connects a tunnelling probability $e^{-W(e)}$ at fixed energy with the thermal instanton expression, within the quadratic expansion and with energy-independent stability parameters.

```lean
import Mathlib

open Real Set MeasureTheory Topology

namespace InstantonTheory

noncomputable section
```

## Orbits labelled by energy and by temperature

The quantity $-W'(e)$ is the imaginary-time period of the orbit at energy $e$. The condition $W'(E(\beta))=-\beta$ therefore selects the orbit whose period is $\beta$. The hypothesis $W''>0$ says that the period shortens as the energy rises. It excludes the parabolic barrier, for which the period is the same at every energy and $W''=0$.

In `InstantonFamily`, `I` is an open convex set of energies and `J` an open set of inverse temperatures. The functions `W'` and `W''` are separate arguments, and the fields `first` and `second` tie them to `W` as its derivatives on `I`. The field `stationary` is the period condition. That an orbit with $E(\beta)\in I$ exists for each $\beta\in J$ is assumed, through `mem` and `stationary`; continuity and differentiability of $E$ are not.

```lean
/-- An instanton family in units with `ħ = 1`: the abbreviated action `W` has first derivative `W'`
and second derivative `W'' > 0` on an open convex set `I` of energies, and for each inverse
temperature `β` in the open set `J` the energy `E β` in `I` satisfies `W' (E β) = -β`. -/
structure InstantonFamily (I J : Set ℝ) (W W' W'' E : ℝ → ℝ) : Prop where
  openI : IsOpen I
  convexI : Convex ℝ I
  openJ : IsOpen J
  first : ∀ e ∈ I, HasDerivAt W (W' e) e
  second : ∀ e ∈ I, HasDerivAt W' (W'' e) e
  pos : ∀ e ∈ I, 0 < W'' e
  mem : ∀ β ∈ J, E β ∈ I
  stationary : ∀ β ∈ J, W' (E β) = -β
```

The thermal action adds $\beta E$ to the abbreviated action:

$$S(\beta)=W(E(\beta))+\beta E(\beta).$$

```lean
/-- The action `S(β) = W(E(β)) + β E(β)`. -/
def action (W E : ℝ → ℝ) (β : ℝ) : ℝ := W (E β) + β * E β
```

For the energy integral, $W$ is expanded about a reference energy $e_0$:

$$W_2(e)=W(e_0)+W'(e_0)(e-e_0)+\tfrac12W''(e_0)(e-e_0)^2.$$

```lean
/-- The quadratic `W(e₀) + W'(e₀) (e - e₀) + W''(e₀)/2 (e - e₀)²`. It is the second-order Taylor
polynomial of `W` about `e₀` when `W'` and `W''` are the first two derivatives of `W`. -/
def quadraticW (W W' W'' : ℝ → ℝ) (e₀ e : ℝ) : ℝ :=
  W e₀ + W' e₀ * (e - e₀) + W'' e₀ / 2 * (e - e₀) ^ 2
```

## The instanton energy is a differentiable function of β

Since $W''>0$ on the convex set $I$, the slope $W'$ increases strictly there. Two different energies in $I$ cannot have the same period, so $E(\beta)$ is unique in $I$.

```lean
variable {I J : Set ℝ} {W W' W'' E : ℝ → ℝ} {β : ℝ}

/-- In an instanton family the slope `W'` of the abbreviated action increases strictly on `I` with
energy. -/
theorem slope_strictMono (h : InstantonFamily I J W W' W'' E) : StrictMonoOn W' I := by
  refine strictMonoOn_of_deriv_pos h.convexI
    (fun e he => (h.second e he).continuousAt.continuousWithinAt) (fun e he => ?_)
  have he' : e ∈ I := interior_subset he
  rw [(h.second e he').deriv]
  exact h.pos e he'
```

Continuity of $E$ follows from this monotonicity. Take any $a<E(\beta)$ and choose $e\in I$ with $a\le e<E(\beta)$. Then $W'(e)<W'(E(\beta))=-\beta$, that is, $\beta<-W'(e)$. For every $b\in J$ close enough to $\beta$ we still have $b<-W'(e)$, so

$$W'(e)<-b=W'(E(b)),$$

and hence $a\le e<E(b)$. The same argument from above keeps $E(b)$ below any given $a>E(\beta)$. The proof takes `max a (E β - δ / 2)` and `min a (E β + δ / 2)` as the intermediate energies, with $\delta$ the radius of a ball around $E(\beta)$ inside $I$.

```lean
/-- In an instanton family the instanton energy depends continuously on the inverse
temperature. -/
theorem energy_continuousAt (h : InstantonFamily I J W W' W'' E) (hβ : β ∈ J) :
    ContinuousAt E β := by
  have hm := slope_strictMono h
  have hE := h.mem β hβ
  have hs := h.stationary β hβ
  obtain ⟨δ, hδ, hball⟩ := Metric.isOpen_iff.1 h.openI (E β) hE
  refine tendsto_order.2 ⟨fun a ha => ?_, fun a ha => ?_⟩
  · -- an energy of `I` between `a` and `E β` bounds nearby instanton energies from below
    have h1 : max a (E β - δ / 2) < E β := max_lt ha (by linarith)
    have h2 := le_max_right a (E β - δ / 2)
    have he : max a (E β - δ / 2) ∈ I := hball (by
      rw [Metric.mem_ball, Real.dist_eq, abs_lt]
      constructor <;> linarith)
    have h3 : β < -W' (max a (E β - δ / 2)) := by linarith [hm he hE h1]
    filter_upwards [h.openJ.mem_nhds hβ, Iio_mem_nhds h3] with b hb hlt
    have hlt' : b < -W' (max a (E β - δ / 2)) := hlt
    exact (le_max_left _ _).trans_lt
      ((hm.lt_iff_lt he (h.mem b hb)).1 (by linarith [h.stationary b hb]))
  · have h1 : E β < min a (E β + δ / 2) := lt_min ha (by linarith)
    have h2 := min_le_right a (E β + δ / 2)
    have he : min a (E β + δ / 2) ∈ I := hball (by
      rw [Metric.mem_ball, Real.dist_eq, abs_lt]
      constructor <;> linarith)
    have h3 : -W' (min a (E β + δ / 2)) < β := by linarith [hm hE he h1]
    filter_upwards [h.openJ.mem_nhds hβ, Ioi_mem_nhds h3] with b hb hlt
    have hlt' : -W' (min a (E β + δ / 2)) < b := hlt
    exact ((hm.lt_iff_lt (h.mem b hb) he).1
      (by linarith [h.stationary b hb])).trans_le (min_le_left _ _)
```

Near $\beta$ the identity $-W'(E(b))=b$ holds, so $E$ is a local inverse of $-W'$. Because $E$ is continuous and $-W''(E(\beta))\neq0$, the rule for differentiating an inverse gives

$$\frac{dE}{d\beta}=-\frac{1}{W''(E(\beta))}.$$

That rule is `HasDerivAt.of_local_left_inverse`. A colder system has an instanton of lower energy.

```lean
/-- In an instanton family the instanton energy is differentiable in the inverse temperature,
with `dE/dβ = -1/W''(E)`. -/
theorem energy_hasDerivAt (h : InstantonFamily I J W W' W'' E) (hβ : β ∈ J) :
    HasDerivAt E (-1 / W'' (E β)) β := by
  have hE := h.mem β hβ
  have hinv : ∀ᶠ b in 𝓝 β, (fun e => -W' e) (E b) = b := by
    filter_upwards [h.openJ.mem_nhds hβ] with b hb
    show -W' (E b) = b
    linarith [h.stationary b hb]
  have hd := HasDerivAt.of_local_left_inverse (energy_continuousAt h hβ)
    (h.second _ hE).fun_neg (neg_ne_zero.2 (h.pos _ hE).ne') hinv
  exact hd.congr_deriv (by rw [inv_neg, neg_div, one_div])
```

## First and second derivatives of the action

The chain and product rules give

$$S'=W'(E)\frac{dE}{d\beta}+E+\beta\frac{dE}{d\beta}=\bigl(W'(E)+\beta\bigr)\frac{dE}{d\beta}+E=E.$$

The terms containing $dE/d\beta$ cancel by stationarity. In Lean this is the rewrite with `h.stationary β hβ`, followed by algebra.

```lean
/-- In an instanton family the first derivative of the action is the instanton energy,
`S'(β) = E(β)`. -/
theorem action_hasDerivAt (h : InstantonFamily I J W W' W'' E) (hβ : β ∈ J) :
    HasDerivAt (action W E) (E β) β := by
  have hE := energy_hasDerivAt h hβ
  have h1 : HasDerivAt (fun b => W (E b)) (W' (E β) * (-1 / W'' (E β))) β :=
    (h.first _ (h.mem β hβ)).comp β hE
  have h2 := h1.fun_add ((hasDerivAt_id' β).fun_mul hE)
  -- stationarity cancels the two terms that contain dE/dβ
  exact h2.congr_deriv (by rw [h.stationary β hβ]; ring)
```

The equality $S'=E$ holds throughout the open set $J$, so it can be differentiated again:

$$S''=\frac{dE}{d\beta}=-\frac1{W''(E)},\qquad -2\pi S''=\frac{2\pi}{W''(E)}.$$

The second derivative is `deriv (deriv (action W E)) β`. Openness of `J` enters here: `deriv (action W E)` has to agree with `E` on a whole neighbourhood of $\beta$, and `congr_of_eventuallyEq` then transfers the derivative.

```lean
/-- In an instanton family `S''(β) = -1/W''(E)`, and the steepest-descent prefactor is
`√(2π/W''(E)) = √(-2π S''(β))`. -/
theorem action_second_deriv (h : InstantonFamily I J W W' W'' E) (hβ : β ∈ J) :
    HasDerivAt (deriv (action W E)) (-1 / W'' (E β)) β ∧
      √(2 * π / W'' (E β)) = √(-2 * π * deriv (deriv (action W E)) β) := by
  have hd : HasDerivAt (deriv (action W E)) (-1 / W'' (E β)) β := by
    refine (energy_hasDerivAt h hβ).congr_of_eventuallyEq ?_
    filter_upwards [h.openJ.mem_nhds hβ] with b hb
    exact (action_hasDerivAt h hb).deriv
  refine ⟨hd, ?_⟩
  rw [hd.deriv]
  congr 1
  ring
```

## The instanton energy minimises W(e) + βe

The thermal weight of energy $e$ is $e^{-W(e)-\beta e}$. To see that its exponent is best at $E=E(\beta)$, take $e\in I$ with $e<E$. The mean value theorem supplies $c$ between $e$ and $E$ with

$$\frac{W(E)-W(e)}{E-e}=W'(c)<W'(E)=-\beta.$$

Multiplying by $E-e>0$ and rearranging gives $W(E)+\beta E<W(e)+\beta e$. For $e>E$ the mean slope exceeds $-\beta$,

$$\frac{W(e)-W(E)}{e-E}=W'(c)>-\beta,$$

and the same inequality results. The two branches of the proof are these two cases. The minimum is over `I`; energies outside it are not compared.

```lean
/-- In an instanton family `S(β)` lies strictly below `W(e) + β e` for every energy `e` in `I`
other than the instanton energy. -/
theorem action_lt (h : InstantonFamily I J W W' W'' E) (hβ : β ∈ J) {e : ℝ} (he : e ∈ I)
    (hne : e ≠ E β) : action W E β < W e + β * e := by
  have hm := slope_strictMono h
  have hE := h.mem β hβ
  have hs := h.stationary β hβ
  have hI := h.convexI.ordConnected
  unfold action
  rcases lt_or_gt_of_ne hne with hlt | hlt
  · obtain ⟨c, hc, hslope⟩ := exists_hasDerivAt_eq_slope W W' hlt
      (fun x hx => (h.first x (hI.out he hE hx)).continuousAt.continuousWithinAt)
      (fun x hx => h.first x (hI.out he hE ⟨hx.1.le, hx.2.le⟩))
    have h1 := hm (hI.out he hE ⟨hc.1.le, hc.2.le⟩) hE hc.2
    rw [hslope, hs, div_lt_iff₀ (sub_pos.2 hlt)] at h1
    nlinarith
  · obtain ⟨c, hc, hslope⟩ := exists_hasDerivAt_eq_slope W W' hlt
      (fun x hx => (h.first x (hI.out hE he hx)).continuousAt.continuousWithinAt)
      (fun x hx => h.first x (hI.out hE he ⟨hx.1.le, hx.2.le⟩))
    have h1 := hm hE (hI.out hE he ⟨hc.1.le, hc.2.le⟩) hc.1
    rw [hslope, hs, lt_div_iff₀ (sub_pos.2 hlt)] at h1
    nlinarith
```

## Summing the levels of a transverse mode

A vibration perpendicular to the orbit contributes levels weighted by $e^{-(n+1/2)u}$, where the stability parameter $u>0$ is the mode's angular frequency times the period, for a mode of constant frequency. The sum is geometric with ratio $e^{-u}<1$:

$$\sum_{n=0}^{\infty}e^{-(n+1/2)u}=\frac{e^{-u/2}}{1-e^{-u}}=\frac{1}{e^{u/2}-e^{-u/2}}=\frac{1}{2\sinh(u/2)}.$$

`HasSum` states that the series converges to this value. The identity `key` is the factorisation $1-e^{-u}=e^{-u/2}\,2\sinh(u/2)$.

```lean
/-- For a stability parameter `u > 0` the sum over the levels of a transverse mode is
`∑ₙ exp(-(n + 1/2) u) = 1 / (2 sinh(u/2))`. -/
theorem transverse_sum {u : ℝ} (hu : 0 < u) :
    HasSum (fun n : ℕ => exp (-((n : ℝ) + 1 / 2) * u)) (1 / (2 * sinh (u / 2))) := by
  have hr : exp (-u) < 1 := Real.exp_lt_one_iff.2 (by linarith)
  have g := (hasSum_geometric_of_lt_one (exp_pos (-u)).le hr).mul_left (exp (-(u / 2)))
  have hab : exp (-(u / 2)) * exp (u / 2) = 1 := by rw [← Real.exp_add]; simp
  have hbb : exp (-u) = exp (-(u / 2)) * exp (-(u / 2)) := by
    rw [← Real.exp_add]; congr 1; ring
  have key : 1 - exp (-u) = exp (-(u / 2)) * (2 * sinh (u / 2)) := by
    rw [hbb, Real.sinh_eq]
    linear_combination -hab
  have hterm : (fun n : ℕ => exp (-((n : ℝ) + 1 / 2) * u)) =
      fun n : ℕ => exp (-(u / 2)) * exp (-u) ^ n := by
    funext n
    rw [← Real.exp_nat_mul, ← Real.exp_add]
    congr 1
    ring
  have hval : 1 / (2 * sinh (u / 2)) = exp (-(u / 2)) * (1 - exp (-u))⁻¹ := by
    rw [key, mul_inv, ← mul_assoc, mul_inv_cancel₀ (exp_pos _).ne', one_mul, one_div]
  rw [hterm, hval]
  exact g
```

## The thermal energy integral

Set $e_0=E=E(\beta)$ in the expansion. Stationarity removes the linear term:

$$W_2(e)+\beta e=W(E)-\beta(e-E)+\tfrac12W''(E)(e-E)^2+\beta e=S(\beta)+\tfrac12W''(E)(e-E)^2.$$

What remains is a shifted Gaussian,

$$\int_{-\infty}^{\infty}e^{-W_2(e)-\beta e}\,de=e^{-S}\sqrt{\frac{2\pi}{W''(E)}}=\sqrt{-2\pi S''}\,e^{-S}.$$

The transverse sums do not depend on $e$, so they leave the integral as the factor $\prod_i 1/(2\sinh(u_i/2))$.

In the proof, `hexp` completes the cancellation of the linear term, `hgauss` shifts and evaluates the Gaussian, and `hprod` inserts the transverse sums. The finite type `ι` labels the modes. If it is empty, the product is 1 and the formula is that of a one-dimensional barrier.

The integral runs over all real $e$ and contains $W_2$, not $W$. The theorem gives no bound on the error of that replacement, so it is the evaluation step of instanton theory and not a proof that the semiclassical rate is accurate. The stability parameters of an actual orbit generally vary with its energy; here they are constants.

```lean
/-- In an instanton family with finitely many transverse modes of fixed stability parameters
`uᵢ > 0`, the thermal integral over all real energies, with `W` expanded to second order about
`E(β)`, equals `√(-2π S'') ∏ᵢ 1/(2 sinh(uᵢ/2)) exp(-S)`. -/
theorem instanton_integral {ι : Type*} [Fintype ι] (h : InstantonFamily I J W W' W'' E)
    (hβ : β ∈ J) (u : ι → ℝ) (hu : ∀ i, 0 < u i) :
    ∫ e : ℝ, (∏ i, ∑' n : ℕ, exp (-((n : ℝ) + 1 / 2) * u i)) *
        exp (-(quadraticW W W' W'' (E β) e + β * e)) =
      √(-2 * π * deriv (deriv (action W E)) β) * (∏ i, 1 / (2 * sinh (u i / 2))) *
        exp (-action W E β) := by
  -- the linear term of the expansion cancels against the Boltzmann factor
  have hexp : ∀ e : ℝ, exp (-(quadraticW W W' W'' (E β) e + β * e)) =
      exp (-action W E β) * exp (-(W'' (E β) / 2) * (e - E β) ^ 2) := by
    intro e
    rw [← Real.exp_add]
    congr 1
    unfold quadraticW action
    rw [h.stationary β hβ]
    ring
  have hgauss : ∫ e : ℝ, exp (-(W'' (E β) / 2) * (e - E β) ^ 2) =
      √(π / (W'' (E β) / 2)) :=
    (integral_sub_right_eq_self (μ := volume)
      (fun x : ℝ => exp (-(W'' (E β) / 2) * x ^ 2)) (E β)).trans (integral_gaussian _)
  have hw : π / (W'' (E β) / 2) = 2 * π / W'' (E β) := by ring
  have hprod : (∏ i, ∑' n : ℕ, exp (-((n : ℝ) + 1 / 2) * u i)) =
      ∏ i, 1 / (2 * sinh (u i / 2)) :=
    Finset.prod_congr rfl fun i _ => (transverse_sum (hu i)).tsum_eq
  simp_rw [hexp]
  rw [integral_const_mul, integral_const_mul, hgauss, hw, (action_second_deriv h hβ).2, hprod]
  ring
```

To turn this integral into a rate $k$, divide by $2\pi Q$, with $Q$ the reactant partition function. A program that has optimised instantons at neighbouring temperatures can estimate the prefactor from their energies,

$$S''(\beta)\approx\frac{E(\beta+\delta)-E(\beta-\delta)}{2\delta},$$

for a small step $\delta$. Within the present hypotheses $E$ decreases strictly on $J$, so with exact energies this estimate is negative for every step that stays in $J$. A positive estimate therefore means that the computed energies are not accurate enough or that a hypothesis fails, for instance because $W''<0$ at some of the energies.

## The symmetric Eckart barrier

The barrier $V(x)=v^2\,\mathrm{sech}^2(x/a)$, with height $v^2$, width $a$ and particle mass $m$, has $W(e)=c(v-\sqrt e)$ for $0<e<v^2$, where $c=2\pi a\sqrt{2m}$. The Lean statement starts from this $W$ and does not derive it from the potential. Differentiation gives

$$W'(e)=-\frac{c}{2\sqrt e},\qquad W''(e)=\frac{c}{4e\sqrt e}>0.$$

Solving $W'(E)=-\beta$ gives $\sqrt E=c/(2\beta)$, hence $E(\beta)=(c/(2\beta))^2$. This lies below the barrier top exactly when $\beta>c/(2v)$, which fixes the set of inverse temperatures. The fields `first` and `second` check the two derivatives, `stationary` checks the period condition, and `mem` shows that $0<E(\beta)<v^2$ for every $\beta>c/(2v)$.

```lean
/-- For `c, v > 0` the function `W(e) = c (v - √e)` on `0 < e < v²` gives an instanton family with
`E(β) = (c/(2β))²` for `β > c/(2v)`. -/
theorem eckart_witness {c v : ℝ} (hc : 0 < c) (hv : 0 < v) :
    InstantonFamily (Ioo 0 (v ^ 2)) (Ioi (c / (2 * v))) (fun e => c * (v - √e))
      (fun e => -c / (2 * √e)) (fun e => c / (4 * e * √e)) (fun β => (c / (2 * β)) ^ 2) where
  openI := isOpen_Ioo
  convexI := convex_Ioo _ _
  openJ := isOpen_Ioi
  first e he :=
    (((Real.hasDerivAt_sqrt he.1.ne').const_sub v).const_mul c).congr_deriv (by ring)
  second e he := by
    have hs : 0 < √e := Real.sqrt_pos.2 he.1
    have h2 : HasDerivAt (fun y => -c / (2 * √y))
        ((0 * (2 * √e) - (-c) * (2 * (1 / (2 * √e)))) / (2 * √e) ^ 2) e :=
      (hasDerivAt_const e (-c)).fun_div ((Real.hasDerivAt_sqrt he.1.ne').const_mul 2)
        (by positivity)
    refine h2.congr_deriv ?_
    rw [mul_pow, Real.sq_sqrt he.1.le]
    ring
  pos e he := by
    have he0 : 0 < e := he.1
    have hs : 0 < √e := Real.sqrt_pos.2 he0
    positivity
  mem β hβ := by
    have hβ' : c / (2 * v) < β := hβ
    have hβ0 : 0 < β := lt_trans (by positivity) hβ'
    rw [div_lt_iff₀ (by positivity)] at hβ'
    have hlt : c / (2 * β) < v := by
      rw [div_lt_iff₀ (by positivity)]
      linarith
    exact ⟨by positivity, pow_lt_pow_left₀ hlt (by positivity) two_ne_zero⟩
  stationary β hβ := by
    have hβ' : c / (2 * v) < β := hβ
    have hβ0 : 0 < β := lt_trans (by positivity) hβ'
    show -c / (2 * √((c / (2 * β)) ^ 2)) = -β
    rw [Real.sqrt_sq (by positivity)]
    field_simp

end

end InstantonTheory
```

Substitution then gives $S=cv-c^2/(4\beta)$ and $S''=-c^2/(2\beta^3)$. With no transverse modes, the expanded integral becomes

$$c\sqrt{\frac{\pi}{\beta^3}}\;\exp\!\left(\frac{c^2}{4\beta}-cv\right).$$

As $\beta$ decreases to $c/(2v)$, the instanton energy rises to the barrier top $v^2$ and $S$ tends to $cv/2$. This is the value of $\beta v^2$ at $\beta=c/(2v)$, so $e^{-S}$ tends to the classical Boltzmann factor of the barrier top at that temperature.

```lean
#print axioms InstantonTheory.action_lt
-- 'InstantonTheory.action_lt' depends on axioms: [propext, Classical.choice, Quot.sound]
#print axioms InstantonTheory.instanton_integral
-- 'InstantonTheory.instanton_integral' depends on axioms: [propext, Classical.choice, Quot.sound]
```
